# Taylor coefficients of a scalar self-consistent cubic response, with quadratic feedback at third order

If a bare cubic coefficient is corrected only by powers of a screening factor, a self-consistent medium can be assigned zero cubic response when its true coefficient is large. Let the polarisation $p$ respond to the total field $u$ as $p = au + bu^2 + cu^3$, and let $u = F + Kp$, where $F$ is the applied field and $K$ the induced field per unit polarisation. Take the response that is smooth near $F = 0$ and vanishes there. For $a = 1/2$, $b = K = 1$ and $c = 0$, rescaling $c$ gives zero, but the coefficient of $F^3$ is 64. For $aK \neq 1$ and $s = 1/(1-aK)$, the coefficients of $F$, $F^2$ and $F^3$ are

$$as,\qquad bs^3,\qquad cs^4 + 2Kb^2s^5 .$$

In time-dependent density functional theory, $p$ corresponds to the induced density, $F$ to the external perturbing potential and $K$ to the Hartree-exchange-correlation kernel. The formulas show how lower orders of the response feed higher ones, in a model reduced to one static real variable with a kernel that does not depend on the density.

In Lean 4 with Mathlib:

```lean
import Mathlib

open Filter Topology

namespace ScreenedNonlinearResponse

noncomputable section
```

The functions `bare` and `screening` are the cubic polynomial and $s$. For $0 < aK < 1$, as in the example above, $s$ exceeds 1 and the induced field enhances the applied one.

```lean
/-- The bare polarisation `a u + b u² + c u³` produced by a total field `u`. -/
def bare (a b c u : ℝ) : ℝ := a * u + b * u ^ 2 + c * u ^ 3

/-- The screening factor `s = 1 / (1 - a K)`, meant for `a K ≠ 1`. -/
def screening (a K : ℝ) : ℝ := 1 / (1 - a * K)
```

The structure `IsResponse a b c K p` collects three hypotheses on `p`. All are local: nothing is required at large fields. Frequency dependence, spatial structure and higher-order kernels are absent from the model.

```lean
/-- `p` is a self-consistent response: it is three times continuously differentiable at zero
field, vanishes there, and near zero field is the bare response to the total field `F + K p(F)`. -/
structure IsResponse (a b c K : ℝ) (p : ℝ → ℝ) : Prop where
  smooth : ContDiffAt ℝ 3 p 0
  zero : p 0 = 0
  selfConsistent : ∀ᶠ F in 𝓝 (0 : ℝ), p F = bare a b c (F + K * p F)
```

## Self-consistency at every small field

The field `selfConsistent` says that $p(F)$ is the bare response to $F + Kp(F)$ for all $F$ in some neighbourhood of zero (`∀ᶠ F in 𝓝 0`). Physically, the induced field has settled at each small applied field. This is what permits differentiation of the relation. With $u' = 1 + Kp'$, the chain rule gives

$$p' = (a + 2bu + 3cu^2)\,u'.$$

If the relation held only at $F = 0$, it would fix no slope: $p(F) = 7F$ would qualify for every choice of constants.

The lemma `bare_hasDerivAt` supplies the derivative of the polynomial.

```lean
variable {a b c K : ℝ} {p : ℝ → ℝ}

/-- The differential bare response at total field `u` is `a + 2 b u + 3 c u²`. -/
theorem bare_hasDerivAt (a b c u : ℝ) :
    HasDerivAt (bare a b c) (a + 2 * b * u + 3 * c * u ^ 2) u := by
  have h := (((hasDerivAt_id' u).const_mul a).fun_add
    ((hasDerivAt_pow 2 u).const_mul b)).fun_add ((hasDerivAt_pow 3 u).const_mul c)
  exact h.congr_deriv (by norm_num; ring)
```

## Three continuous derivatives at zero field

The field `smooth` says that the response is three times continuously differentiable at zero field. It therefore has a Taylor expansion through third order, as perturbation theory presumes. The hypothesis lets us differentiate twice more:

$$p'' = (2b + 6cu)\,u'^2 + (a + 2bu + 3cu^2)\,Kp'',$$

$$p''' = 6c\,u'^3 + 3(2b + 6cu)\,u'Kp'' + (a + 2bu + 3cu^2)\,Kp'''.$$

Continuity alone would not suffice, even to exclude $aK = 1$. Take $a = K = 1$, $b = 0$, $c = -1$. Then $p = F^{1/3} - F$, with the real cube root, is continuous, vanishes at zero and satisfies the relation everywhere, since $u = F^{1/3}$ and $u - u^3 = p$. Its slope at zero field is infinite.

In the proof, smoothness enters through the next lemma, which provides derivatives at all nearby fields.

```lean
/-- A function continuously differentiable at zero field has a derivative at all nearby fields. -/
theorem eventually_hasDerivAt {f : ℝ → ℝ} (h : ContDiffAt ℝ 1 f 0) :
    ∀ᶠ x in 𝓝 (0 : ℝ), HasDerivAt f (deriv f x) x :=
  (h.eventually (by simp)).mono fun _ hx => (hx.differentiableAt (by simp)).hasDerivAt
```

In `sternheimer_hierarchy`, `e1` and `e2` are the first two differentiated relations, valid near zero, and `q3` is the third, taken only at zero. Each comes from computing the derivative of both sides and invoking its uniqueness (`unique`). Setting $u = 0$ and moving the highest derivative to the left gives

$$(1-aK)p' = a,\qquad (1-aK)p'' = 2b\,u'^2,\qquad (1-aK)p''' = 6c\,u'^3 + 6bK\,u'p'',$$

with all derivatives at $F = 0$. The same factor multiplies the unknown at each order, and lower orders form the source. The theorem is named by analogy: a Sternheimer equation proper determines perturbed orbitals, which this model does not contain.

```lean
/-- Sternheimer hierarchy: at each of the first three orders the same factor `1 - a K` multiplies
the unknown derivative of the response, and the source contains only lower orders. -/
theorem sternheimer_hierarchy (h : IsResponse a b c K p) :
    (1 - a * K) * deriv p 0 = a ∧
    (1 - a * K) * deriv (deriv p) 0 = 2 * b * (1 + K * deriv p 0) ^ 2 ∧
    (1 - a * K) * deriv (deriv (deriv p)) 0 =
      6 * c * (1 + K * deriv p 0) ^ 3
        + 6 * b * K * (1 + K * deriv p 0) * deriv (deriv p) 0 := by
  have s1 : ContDiffAt ℝ 2 (deriv p) 0 :=
    (h.smooth.fderiv_right (m := 2) (by norm_num)).clm_apply contDiffAt_const
  have s2 : ContDiffAt ℝ 1 (deriv (deriv p)) 0 :=
    (s1.fderiv_right (m := 1) (by norm_num)).clm_apply contDiffAt_const
  have d0 := eventually_hasDerivAt (h.smooth.of_le (by norm_num))
  have d1 := eventually_hasDerivAt (s1.of_le (by norm_num))
  have d2 := eventually_hasDerivAt s2
  -- the total field and its derivative
  have hu : ∀ F, HasDerivAt p (deriv p F) F →
      HasDerivAt (fun x => x + K * p x) (1 + K * deriv p F) F :=
    fun F hd => (hasDerivAt_id' F).fun_add (hd.const_mul K)
  -- first derivative of the self-consistency relation
  have e1 : ∀ᶠ F in 𝓝 (0 : ℝ), deriv p F =
      (a + 2 * b * (F + K * p F) + 3 * c * (F + K * p F) ^ 2) * (1 + K * deriv p F) := by
    filter_upwards [h.selfConsistent.eventually_nhds, d0] with F hF hd
    have hr := (bare_hasDerivAt a b c (F + K * p F)).comp F (hu F hd)
    exact hd.unique (hr.congr_of_eventuallyEq hF)
  -- second derivative
  have e2 : ∀ᶠ F in 𝓝 (0 : ℝ), deriv (deriv p) F =
      (2 * b + 6 * c * (F + K * p F)) * (1 + K * deriv p F) ^ 2
      + (a + 2 * b * (F + K * p F) + 3 * c * (F + K * p F) ^ 2)
        * (K * deriv (deriv p) F) := by
    filter_upwards [e1.eventually_nhds, d0, d1] with F hF hd hd1
    have hg := (((hu F hd).const_mul (2 * b)).const_add a).fun_add
      (((hu F hd).fun_pow 2).const_mul (3 * c))
    have hr := hg.fun_mul ((hd1.const_mul K).const_add 1)
    have key := hd1.unique (hr.congr_of_eventuallyEq hF)
    simp only [Nat.cast_ofNat, Nat.reduceSub, pow_one] at key
    linear_combination key
  have q1 := e1.self_of_nhds
  have q2 := e2.self_of_nhds
  -- third derivative, needed only at zero field
  have u0 := hu 0 d0.self_of_nhds
  have hv := (d1.self_of_nhds.const_mul K).const_add 1
  have hg := ((u0.const_mul (2 * b)).const_add a).fun_add ((u0.fun_pow 2).const_mul (3 * c))
  have hl := (u0.const_mul (6 * c)).const_add (2 * b)
  have hr := (hl.fun_mul (hv.fun_pow 2)).fun_add (hg.fun_mul (d2.self_of_nhds.const_mul K))
  have q3 := d2.self_of_nhds.unique (hr.congr_of_eventuallyEq e2)
  simp only [h.zero] at q1 q2
  simp only [h.zero, Nat.cast_ofNat, Nat.reduceSub, pow_one] at q3
  exact ⟨by linear_combination q1, by linear_combination q2, by linear_combination q3⟩
```

## No polarisation at zero field

The field `zero`, $p(0) = 0$, excludes spontaneous polarisation. It makes $u(0) = 0$, which removes the nonlinear terms from the prefactors above; the proof uses it in the `simp only [h.zero]` steps.

Without it, another branch can appear. For $a = c = 0$ and $b = K = 1$, the relation is $p = (F+p)^2$, and

$$p = \tfrac12\left(1 - 2F + \sqrt{1-4F}\right)$$

is a smooth solution near zero with $p(0) = 1$ and slope $-2$, whereas $as = 0$.

On the unpolarised branch the hierarchy can be solved. If $aK = 1$, its first equation gives $a = 0$, hence $aK = 0$, a contradiction. So $aK \neq 1$ is a conclusion here. Multiplication by $s$ then gives $p' = as$ and $u' = 1 + aKs = s$. The second equation yields $p'' = 2bs^3$, and the third yields

$$p''' = s\,(6cs^3 + 6bKs\cdot 2bs^3) = 6cs^4 + 12Kb^2s^5 .$$

Division by $2!$ and $3!$ gives the Taylor coefficients.

```lean
/-- For `a K ≠ 1` the screening factor inverts `1 - a K`. -/
theorem screening_mul (h : a * K ≠ 1) : (1 - a * K) * screening a K = 1 :=
  mul_one_div_cancel (sub_ne_zero.mpr h.symm)
```

In `taylor_coefficients`, `r1`, `u1` and `r2` are these successive substitutions, and `iteratedDeriv n p 0` is the $n$th derivative at zero field.

```lean
/-- A self-consistent response forces `a K ≠ 1`, and its first three Taylor coefficients at zero
field are `a s`, `b s³` and `c s⁴ + 2 K b² s⁵`, where `s` is the screening factor. -/
theorem taylor_coefficients (h : IsResponse a b c K p) :
    a * K ≠ 1 ∧
    deriv p 0 = a * screening a K ∧
    iteratedDeriv 2 p 0 / 2 = b * screening a K ^ 3 ∧
    iteratedDeriv 3 p 0 / 6 =
      c * screening a K ^ 4 + 2 * K * b ^ 2 * screening a K ^ 5 := by
  obtain ⟨q1, q2, q3⟩ := sternheimer_hierarchy h
  have hk : a * K ≠ 1 := by
    intro hk
    have ha : a = 0 := by linear_combination -q1 - deriv p 0 * hk
    simp [ha] at hk
  have ks := screening_mul hk
  have i2 : iteratedDeriv 2 p = deriv (deriv p) := by
    rw [iteratedDeriv_eq_iterate]; rfl
  have i3 : iteratedDeriv 3 p = deriv (deriv (deriv p)) := by
    rw [iteratedDeriv_eq_iterate]; rfl
  have r1 : deriv p 0 = a * screening a K := by
    linear_combination screening a K * q1 - deriv p 0 * ks
  -- the total field is the applied field times the screening factor, to first order
  have u1 : 1 + K * deriv p 0 = screening a K := by linear_combination K * r1 - ks
  rw [u1] at q2 q3
  have r2 : deriv (deriv p) 0 = 2 * b * screening a K ^ 3 := by
    linear_combination screening a K * q2 - deriv (deriv p) 0 * ks
  rw [r2] at q3
  refine ⟨hk, r1, ?_, ?_⟩
  · rw [i2, r2]; ring
  · rw [i3]
    linear_combination (screening a K * q3 - deriv (deriv (deriv p)) 0 * ks) / 6
```

## Away from the linear singularity: $aK \neq 1$

At $aK = 1$ the induced field sustains itself to linear order. `exists_response_iff` shows that a response in the sense of `IsResponse` exists exactly when this is avoided. For existence, set $G(u) = u - K(au + bu^2 + cu^3)$, the applied field needed for a total field $u$. Since $G(0) = 0$ and $G'(0) = 1 - aK \neq 0$, the inverse function theorem gives a three times continuously differentiable local inverse $g$. The response is the bare polarisation at $u = g(F)$, and $G(g(F)) = F$ is the self-consistency relation.

```lean
/-- A self-consistent response exists exactly when `a K ≠ 1`. -/
theorem exists_response_iff : (∃ p, IsResponse a b c K p) ↔ a * K ≠ 1 := by
  refine ⟨fun ⟨_, h⟩ => (taylor_coefficients h).1, fun h => ?_⟩
  -- invert the map from total field to applied field
  let G : ℝ → ℝ := fun u => u - K * bare a b c u
  have hG : HasDerivAt G (1 - a * K) 0 :=
    ((hasDerivAt_id' (0 : ℝ)).fun_sub ((bare_hasDerivAt a b c 0).const_mul K)).congr_deriv
      (by ring)
  have hc : ContDiff ℝ 3 (bare a b c) := by
    change ContDiff ℝ 3 (fun u : ℝ => a * u + b * u ^ 2 + c * u ^ 3)
    fun_prop
  have hGc : ContDiffAt ℝ 3 G 0 := (contDiff_id.sub (contDiff_const.mul hc)).contDiffAt
  have G0 : G 0 = 0 := by simp [G, bare]
  have e := hG.hasFDerivAt_equiv (sub_ne_zero.mpr h.symm)
  obtain ⟨g, gs, g0, gr⟩ : ∃ g : ℝ → ℝ, ContDiffAt ℝ 3 g (G 0) ∧ g (G 0) = 0 ∧
      ∀ᶠ F in 𝓝 (G 0), G (g F) = F :=
    ⟨hGc.localInverse e (by simp), hGc.to_localInverse e (by simp),
      (hGc.hasStrictFDerivAt' e (by simp)).localInverse_apply_image,
      (hGc.hasStrictFDerivAt' e (by simp)).eventually_right_inverse⟩
  rw [G0] at gs g0 gr
  refine ⟨fun F => bare a b c (g F), hc.contDiffAt.comp 0 gs, by simp [g0, bare], ?_⟩
  filter_upwards [gr] with F hF
  have hF' : g F - K * bare a b c (g F) = F := hF
  have hu : g F = F + K * bare a b c (g F) := by linarith
  exact congrArg (bare a b c) hu
```

The condition is an explicit hypothesis in `kernel_sensitivity`, which differentiates the coefficients with respect to $K$ at fixed $a$, $b$, $c$. From $ds/dK = as^2$,

$$\frac{d(as)}{dK} = as\cdot as,\qquad \frac{d(bs^3)}{dK} = 3as\cdot bs^3 .$$

For nonzero $a$ and $b$, the relative error that a small kernel error causes in the quadratic coefficient is therefore, to first order in the kernel error, three times that in the linear coefficient. At third order the derivative is

$$4as\,cs^4 + 2b^2s^5 + 10aKb^2s^6 = 4as\,(cs^4 + 2Kb^2s^5) + 2b^2s^6,$$

because $s^5 = (1-aK)s^6$. The extra term means that there is no fixed relative factor for general $b$ and $c$.

The proof obtains `hs`, the derivative of $s$, and then applies the product and power rules. At $aK = 1$ these derivatives do not exist in general: for $a = 1$, the linear coefficient $1/(1-k)$ is unbounded near $k = 1$.

```lean
/-- For `a K ≠ 1`, the derivatives of the linear and quadratic coefficients with respect to the
kernel are `a s` and `3 a s` times the coefficients themselves; that of the cubic coefficient is
`4 a s` times itself plus `2 b² s⁶`. -/
theorem kernel_sensitivity (b c : ℝ) (h : a * K ≠ 1) :
    HasDerivAt (fun k => a * screening a k)
      (a * screening a K * (a * screening a K)) K ∧
    HasDerivAt (fun k => b * screening a k ^ 3)
      (3 * (a * screening a K) * (b * screening a K ^ 3)) K ∧
    HasDerivAt (fun k => c * screening a k ^ 4 + 2 * k * b ^ 2 * screening a k ^ 5)
      (4 * (a * screening a K) * (c * screening a K ^ 4 + 2 * K * b ^ 2 * screening a K ^ 5)
        + 2 * b ^ 2 * screening a K ^ 6) K := by
  have hs : HasDerivAt (fun k => screening a k) (a * screening a K ^ 2) K := by
    have hd := ((hasDerivAt_id' K).const_mul a).const_sub 1
    exact ((hasDerivAt_const K (1 : ℝ)).fun_div hd (sub_ne_zero.mpr h.symm)).congr_deriv
      (by rw [screening, div_pow, one_pow]; ring)
  refine ⟨(hs.const_mul a).congr_deriv (by ring),
    ((hs.fun_pow 3).const_mul b).congr_deriv ?_,
    (((hs.fun_pow 4).const_mul c).fun_add
      ((((hasDerivAt_id' K).const_mul 2).mul_const (b ^ 2)).fun_mul
        (hs.fun_pow 5))).congr_deriv ?_⟩
  · simp only [Nat.cast_ofNat, Nat.reduceSub]
    ring
  · simp only [Nat.cast_ofNat, Nat.reduceSub]
    linear_combination (-2 * b ^ 2 * screening a K ^ 5) * screening_mul h
```

## Quadratic response and feedback both present

The last theorem sets $c = 0$ and assumes $b \neq 0$ and $K \neq 0$: the medium generates a second-order polarisation, and the induced field feeds it back to mix with the first-order field. The cubic coefficient is then $2Kb^2s^5$, which is nonzero because $s \neq 0$. If either $b$ or $K$ vanishes, so does this coefficient. The proof obtains $s \neq 0$ from `screening_mul` and compares the product with `taylor_coefficients`.

```lean
/-- Cascading: a self-consistent response `p` of a medium without bare cubic response still has a
nonzero third derivative at zero field if the bare quadratic coefficient and the kernel are both
nonzero. -/
theorem cascaded_cubic_response (h : IsResponse a b 0 K p) (hb : b ≠ 0) (hK : K ≠ 0) :
    iteratedDeriv 3 p 0 ≠ 0 := by
  obtain ⟨hk, -, -, h3⟩ := taylor_coefficients h
  have hs : screening a K ≠ 0 := right_ne_zero_of_mul_eq_one (screening_mul hk)
  have hne : 2 * K * b ^ 2 * screening a K ^ 5 ≠ 0 :=
    mul_ne_zero (mul_ne_zero (mul_ne_zero two_ne_zero hK) (pow_ne_zero 2 hb)) (pow_ne_zero 5 hs)
  intro h0
  rw [h0] at h3
  exact hne (by linear_combination -h3)

end

end ScreenedNonlinearResponse
```

```lean
#print axioms ScreenedNonlinearResponse.exists_response_iff
#print axioms ScreenedNonlinearResponse.kernel_sensitivity
#print axioms ScreenedNonlinearResponse.cascaded_cubic_response
```

```
'ScreenedNonlinearResponse.exists_response_iff' depends on axioms: [propext, Classical.choice, Quot.sound]
'ScreenedNonlinearResponse.kernel_sensitivity' depends on axioms: [propext, Classical.choice, Quot.sound]
'ScreenedNonlinearResponse.cascaded_cubic_response' depends on axioms: [propext, Classical.choice, Quot.sound]
```
